# Finite-basis time-dependent Hartree-Fock theory conserves energy when the one-electron matrix is fixed and the linear mean field is trace-symmetric

Q: Electrons moving in their own mean field, with no external drive, should keep their Hartree-Fock energy. To state that, you must choose what counts as a mean field, and I see no Coulomb integrals in your choice. Where is the physics?

A: The mean field is any complex linear map $G$ that takes a density matrix $P$ to a matrix $G(P)$. Matrices are complex and square, with rows and columns labelled by a finite type `n`, the basis. The Coulomb and exchange field is one such map, and I build it from integrals further down.

```lean
import Mathlib

open Matrix

namespace TDHFEnergy

noncomputable section

variable {n : Type*} [Fintype n]
```

The one-electron matrix $h$ holds kinetic energy and external potential. Adding the mean field gives the Fock matrix $F(P) = h + G(P)$.

```lean
/-- The Fock matrix `F(P) = h + G(P)`. -/
def fock (h : Matrix n n ℂ) (G : Matrix n n ℂ →ₗ[ℂ] Matrix n n ℂ) (P : Matrix n n ℂ) :
    Matrix n n ℂ := h + G P
```

The energy is $E = \mathrm{tr}(hP) + \tfrac12\mathrm{tr}(P\,G(P))$, where the half prevents double counting of the interaction.

```lean
/-- The Hartree-Fock energy `tr(hP) + tr(P G(P))/2`. -/
def energy (h : Matrix n n ℂ) (G : Matrix n n ℂ →ₗ[ℂ] Matrix n n ℂ) (P : Matrix n n ℂ) : ℂ :=
  (h * P).trace + (P * G P).trace / 2
```

Q: An arbitrary linear map surely does not conserve anything.

A: One further property is enough, $\mathrm{tr}(A\,G(B)) = \mathrm{tr}(B\,G(A))$ for all matrices $A$ and $B$. Physically this is reciprocity: the interaction energy of distribution $A$ in the field of $B$ equals that of $B$ in the field of $A$.

```lean
/-- Trace symmetry of the mean field: `tr(A G(B)) = tr(B G(A))` for all matrices `A`, `B`. -/
def TraceSymmetric (G : Matrix n n ℂ →ₗ[ℂ] Matrix n n ℂ) : Prop :=
  ∀ A B, (A * G B).trace = (B * G A).trace
```

Q: And how do you express the equation of motion?

A: Time is a real number, and a matrix is differentiated entry by entry. Note that `P'` is a separate matrix, tied to the path `P` only by the statement that it is the derivative at time `t`.

```lean
/-- The matrix function `P` has time derivative `P'` at time `t`, entry by entry. -/
def HasMatrixDeriv (P : ℝ → Matrix n n ℂ) (P' : Matrix n n ℂ) (t : ℝ) : Prop :=
  ∀ i j, HasDerivAt (fun s => P s i j) (P' i j) t
```

With $\hbar = 1$, a solution is a path that has, at every real time, a derivative $P'$ satisfying $iP' = F(P)P - PF(P)$. The definition lets $h$ depend on time, so that a driving field can be treated too.

```lean
/-- The time-dependent Hartree-Fock equation `i P' = F(P) P - P F(P)` at all times, in units
with `ħ = 1`, where the one-electron matrix `h` may depend on time. -/
def SolvesTDHF (h : ℝ → Matrix n n ℂ) (G : Matrix n n ℂ →ₗ[ℂ] Matrix n n ℂ)
    (P : ℝ → Matrix n n ℂ) : Prop :=
  ∀ t, ∃ P', HasMatrixDeriv P P' t ∧
    Complex.I • P' = fock (h t) G (P t) * P t - P t * fock (h t) G (P t)
```

Q: Show me the conservation law by hand first.

A: Differentiate the energy, keeping $h(t)$ general. Since $G$ is linear and does not itself depend on time, the derivative of $G(P)$ is $G(P')$, and
$$\frac{dE}{dt} = \mathrm{tr}(h'P) + \mathrm{tr}(hP') + \tfrac12\mathrm{tr}(P'G(P)) + \tfrac12\mathrm{tr}(P\,G(P')).$$
By reciprocity the last trace equals $\mathrm{tr}(P'G(P))$, so the two halves add up:
$$\frac{dE}{dt} = \mathrm{tr}(h'P) + \mathrm{tr}\big((h+G(P))P'\big) = \mathrm{tr}(h'P) + \mathrm{tr}(FP').$$
The equation of motion gives $P' = -i(FP-PF)$, and cyclicity of the trace gives
$$\mathrm{tr}(FP') = -i\,[\mathrm{tr}(FFP) - \mathrm{tr}(FPF)] = 0.$$
What remains is $dE/dt = \mathrm{tr}(h'P)$. For fixed $h$ this is zero at all times, so $E$ is constant.

Q: Does the formal proof take the same route?

A: Yes. The first lemma says that the derivative of $G(P)$ is $G(P')$. It writes $G(P)_{ij} = \sum_{kl} P_{kl}\,G(E_{kl})_{ij}$, where $E_{kl}$ is the matrix with a single 1 in position $kl$, and differentiates this finite sum term by term.

```lean
/-- A linear mean field follows the density matrix: the time derivative of `G(P)` is `G(P')`. -/
theorem hasMatrixDeriv_map (G : Matrix n n ℂ →ₗ[ℂ] Matrix n n ℂ) {P : ℝ → Matrix n n ℂ}
    {P' : Matrix n n ℂ} {t : ℝ} (hP : HasMatrixDeriv P P' t) :
    HasMatrixDeriv (fun s => G (P s)) (G P') t := by
  classical
  intro i j
  -- expand the argument of `G` in matrix units
  have key : ∀ A : Matrix n n ℂ,
      G A i j = ∑ k, ∑ l, A k l * G (Matrix.single k l 1) i j := by
    intro A
    conv_lhs => rw [Matrix.matrix_eq_sum_single A]
    simp only [map_sum, Matrix.sum_apply]
    refine Finset.sum_congr rfl fun k _ => Finset.sum_congr rfl fun l _ => ?_
    have e : Matrix.single k l (A k l) = A k l • Matrix.single k l (1 : ℂ) := by
      rw [Matrix.smul_single, smul_eq_mul, mul_one]
    rw [e, map_smul, Matrix.smul_apply, smul_eq_mul]
  have hf : (fun s => G (P s) i j) =
      fun s => ∑ k, ∑ l, P s k l * G (Matrix.single k l 1) i j := funext fun s => key (P s)
  rw [hf, key P']
  exact HasDerivAt.fun_sum fun k _ => HasDerivAt.fun_sum fun l _ => (hP k l).mul_const _
```

The product rule for a trace comes from the same treatment of $\sum_{ij} A_{ij}B_{ji}$.

```lean
/-- Product rule for the trace of a product of two time-dependent matrices. -/
theorem hasDerivAt_trace_mul {A B : ℝ → Matrix n n ℂ} {A' B' : Matrix n n ℂ} {t : ℝ}
    (hA : HasMatrixDeriv A A' t) (hB : HasMatrixDeriv B B' t) :
    HasDerivAt (fun s => (A s * B s).trace) ((A' * B t).trace + (A t * B').trace) t := by
  simp only [Matrix.trace, Matrix.diag_apply, Matrix.mul_apply, ← Finset.sum_add_distrib]
  exact HasDerivAt.fun_sum fun i _ => HasDerivAt.fun_sum fun j _ => (hA i j).fun_mul (hB j i)
```

Together they give the rate of change along any differentiable path, whether or not it solves the equation of motion. Reciprocity enters here, as the equation `e`, and `linear_combination e / 2` merges the two halves.

```lean
/-- For a trace-symmetric mean field, the energy along any differentiable path changes at the
rate `tr(h' P) + tr(F(P) P')`. -/
theorem hasDerivAt_energy {G : Matrix n n ℂ →ₗ[ℂ] Matrix n n ℂ} (hG : TraceSymmetric G)
    {h P : ℝ → Matrix n n ℂ} {h' P' : Matrix n n ℂ} {t : ℝ}
    (hh : HasMatrixDeriv h h' t) (hP : HasMatrixDeriv P P' t) :
    HasDerivAt (fun s => energy (h s) G (P s))
      ((h' * P t).trace + (fock (h t) G (P t) * P').trace) t := by
  have h1 := hasDerivAt_trace_mul hh hP
  have h2 := (hasDerivAt_trace_mul hP (hasMatrixDeriv_map G hP)).div_const 2
  refine (h1.fun_add h2).congr_deriv ?_
  -- trace symmetry merges the two halves of the interaction term
  have e := hG (P t) P'
  simp only [fock, Matrix.add_mul, Matrix.trace_add, Matrix.trace_mul_comm (G (P t)) P']
  linear_combination e / 2
```

The commutator identity is pure cyclicity.

```lean
/-- A matrix `F` is trace-orthogonal to its commutator with any `P`: `tr(F (FP - PF)) = 0`. -/
theorem trace_mul_commutator (F P : Matrix n n ℂ) : (F * (F * P - P * F)).trace = 0 := by
  rw [Matrix.mul_sub, Matrix.trace_sub, Matrix.trace_mul_comm F (P * F), Matrix.mul_assoc P F F,
    Matrix.trace_mul_comm P (F * F), Matrix.mul_assoc F F P, sub_self]
```

The power balance then inserts the equation of motion. Lean has it as $iP' = FP - PF$, so the identity yields $i\,\mathrm{tr}(FP') = 0$, and the factor $i$ is cancelled because it is not zero.

```lean
/-- Power balance: for a trace-symmetric mean field and a differentiable one-electron matrix
`h(t)`, the energy of a time-dependent Hartree-Fock solution changes at the rate `tr(h' P)`. -/
theorem power_balance {G : Matrix n n ℂ →ₗ[ℂ] Matrix n n ℂ} (hG : TraceSymmetric G)
    {h P : ℝ → Matrix n n ℂ} (hP : SolvesTDHF h G P) {h' : Matrix n n ℂ} {t : ℝ}
    (hh : HasMatrixDeriv h h' t) :
    HasDerivAt (fun s => energy (h s) G (P s)) (h' * P t).trace t := by
  obtain ⟨P', hd, heq⟩ := hP t
  -- the equation of motion turns `tr(F P')` into the trace of `F` with a commutator
  have h0 := trace_mul_commutator (fock (h t) G (P t)) (P t)
  rw [← heq, Matrix.mul_smul, Matrix.trace_smul, smul_eq_mul] at h0
  have h1 := (mul_eq_zero.mp h0).resolve_left Complex.I_ne_zero
  refine (hasDerivAt_energy hG hh hd).congr_deriv ?_
  rw [h1, add_zero]
```

Q: So $\mathrm{tr}(h'P)$ is the power delivered by the external field?

A: Yes, when the time dependence of $h$ comes from such a field and the energy is taken, as here, to include the electrons' coupling to it. The conservation theorem is the case of constant $h$. In words: if $G$ is linear and trace-symmetric, $h$ is fixed and $P$ solves the equation at all times, then the energies at any two times `s` and `t` are equal. The last step is that a function on the real line with zero derivative everywhere is constant.

```lean
/-- Energy conservation: for a fixed one-electron matrix and a trace-symmetric linear mean field,
a solution of the time-dependent Hartree-Fock equation has the same energy at any two times. -/
theorem energy_conserved {G : Matrix n n ℂ →ₗ[ℂ] Matrix n n ℂ} (hG : TraceSymmetric G)
    {h : Matrix n n ℂ} {P : ℝ → Matrix n n ℂ} (hP : SolvesTDHF (fun _ => h) G P) (s t : ℝ) :
    energy h G (P s) = energy h G (P t) := by
  have hd : ∀ r, HasDerivAt (fun u => energy h G (P u)) 0 r := by
    intro r
    have hc : HasMatrixDeriv (fun _ => h) 0 r := fun i j => hasDerivAt_const r (h i j)
    refine (power_balance hG hP hc).congr_deriv ?_
    rw [Matrix.zero_mul, Matrix.trace_zero]
  exact is_const_of_deriv_eq_zero (fun r => (hd r).differentiableAt) (fun r => (hd r).deriv) s t
```

Q: Nothing there says that $P$ is Hermitian or idempotent, or has the right number of electrons.

A: The theorem doesn't need any of that. The energy is accordingly a complex number, and all of it is conserved; for Hermitian $h$, $P$ and $G(P)$ it is real. The existence of a solution is assumed.

Q: Now the integrals you promised.

A: Write $(pq|rs)$ for the two-electron integrals in charge-density notation, `V p q r s` in the code. The field is
$$G(P)_{pq} = \sum_{rs} P_{rs}\,[(pq|sr) - x\,(pr|sq)].$$
The exchange fraction $x$ is 1 in a spin-orbital basis, and $\tfrac12$ for a closed shell when $P$ is the spin-summed density matrix.

```lean
/-- The Coulomb and exchange field `G(P)_pq = ∑ P_rs [(pq|sr) - x (pr|sq)]` of two-electron
integrals `V p q r s = (pq|rs)`, with exchange fraction `x`. -/
def coulombExchange (V : n → n → n → n → ℂ) (x : ℂ) : Matrix n n ℂ →ₗ[ℂ] Matrix n n ℂ where
  toFun P := Matrix.of fun p q => ∑ r, ∑ s, P r s * (V p q s r - x * V p r s q)
  map_add' A B := by
    ext p q
    simp only [Matrix.of_apply, Matrix.add_apply, add_mul, Finset.sum_add_distrib]
  map_smul' c A := by
    ext p q
    simp only [Matrix.of_apply, Matrix.smul_apply, smul_eq_mul, RingHom.id_apply, mul_assoc,
      Finset.mul_sum]
```

Reciprocity is now derived from $(pq|rs) = (rs|pq)$, which expresses that the two electrons can be relabelled. In $\mathrm{tr}(A\,G(B))$ the product $A_{ab}B_{cd}$ multiplies $(ba|dc) - x(bc|da)$; in $\mathrm{tr}(B\,G(A))$ it multiplies $(dc|ba) - x(da|bc)$. These agree term by term. The proof reorders the four sums with `swap` and then applies the integral symmetry once to each term.

```lean
/-- If the two-electron integrals obey `(pq|rs) = (rs|pq)`, the Coulomb and exchange field is
trace-symmetric. -/
theorem coulombExchange_traceSymmetric {V : n → n → n → n → ℂ}
    (hV : ∀ p q r s, V p q r s = V r s p q) (x : ℂ) : TraceSymmetric (coulombExchange V x) := by
  intro A B
  have happ : ∀ (C : Matrix n n ℂ) p q, coulombExchange V x C p q =
      ∑ r, ∑ s, C r s * (V p q s r - x * V p r s q) := fun _ _ _ => rfl
  -- exchange the two pairs of summation indices
  have swap : ∀ f : n → n → n → n → ℂ,
      ∑ a, ∑ b, ∑ c, ∑ d, f a b c d = ∑ c, ∑ d, ∑ a, ∑ b, f a b c d := by
    intro f
    calc ∑ a, ∑ b, ∑ c, ∑ d, f a b c d
        = ∑ a, ∑ c, ∑ b, ∑ d, f a b c d := Finset.sum_congr rfl fun a _ => Finset.sum_comm
      _ = ∑ c, ∑ a, ∑ b, ∑ d, f a b c d := Finset.sum_comm
      _ = ∑ c, ∑ a, ∑ d, ∑ b, f a b c d :=
          Finset.sum_congr rfl fun c _ => Finset.sum_congr rfl fun a _ => Finset.sum_comm
      _ = ∑ c, ∑ d, ∑ a, ∑ b, f a b c d := Finset.sum_congr rfl fun c _ => Finset.sum_comm
  simp only [Matrix.trace, Matrix.diag_apply, Matrix.mul_apply, happ, Finset.mul_sum]
  rw [swap]
  refine Finset.sum_congr rfl fun c _ => Finset.sum_congr rfl fun d _ =>
    Finset.sum_congr rfl fun a _ => Finset.sum_congr rfl fun b _ => ?_
  linear_combination (A a b * B c d) * hV b a d c - x * A a b * B c d * hV b c d a
```

Q: Is there a solution that actually moves?

A: Take two levels with energies 1 and 0.

```lean
/-- One-electron matrix of two levels with energies 1 and 0. -/
def levels : Matrix (Fin 2) (Fin 2) ℂ := !![1, 0; 0, 0]
```

Give them equal populations and a rotating coherence, $P_{01} = e^{-it}/2$ and $P_{10} = e^{it}/2$, with Lean's indices starting at 0.

```lean
/-- Density matrix with equal populations 1/2 and a coherence rotating at unit angular frequency. -/
def precession (t : ℝ) : Matrix (Fin 2) (Fin 2) ℂ :=
  !![1 / 2, Complex.exp (-(t * Complex.I)) / 2; Complex.exp (t * Complex.I) / 2, 1 / 2]
```

If $G(P(t))$ is a multiple of the identity at each time, it commutes with $P$ and drops out of the equation of motion. The levels alone then drive the rotation, which the proof checks entry by entry.

```lean
/-- The precessing density matrix solves the time-dependent Hartree-Fock equation of the two
levels whenever its mean field is at all times a multiple of the identity. -/
theorem precession_solves {G : Matrix (Fin 2) (Fin 2) ℂ →ₗ[ℂ] Matrix (Fin 2) (Fin 2) ℂ}
    {c : ℝ → ℂ} (hG : ∀ t, G (precession t) = c t • (1 : Matrix (Fin 2) (Fin 2) ℂ)) :
    SolvesTDHF (fun _ => levels) G precession := by
  intro t
  have h0 : HasDerivAt (fun s : ℝ => (s : ℂ) * Complex.I) Complex.I t := by
    simpa using (hasDerivAt_id t).ofReal_comp.mul_const Complex.I
  refine ⟨!![0, Complex.exp (-(t * Complex.I)) * -Complex.I / 2;
    Complex.exp (t * Complex.I) * Complex.I / 2, 0], ?_, ?_⟩
  · unfold HasMatrixDeriv
    simp only [Fin.forall_fin_two]
    exact ⟨⟨hasDerivAt_const t (1 / 2 : ℂ), h0.fun_neg.cexp.div_const 2⟩,
      h0.cexp.div_const 2, hasDerivAt_const t (1 / 2 : ℂ)⟩
  · -- the mean field drops out of the commutator
    have e : !![1, 0; 0, 0] + c t • (1 : Matrix (Fin 2) (Fin 2) ℂ) =
        !![1 + c t, 0; 0, c t] := by
      ext i j
      fin_cases i <;> fin_cases j <;> simp
    rw [fock, hG t, precession, levels, e]
    generalize Complex.exp (-(t * Complex.I)) = a
    generalize Complex.exp (t * Complex.I) = b
    rw [← Matrix.ext_iff]
    simp only [Fin.forall_fin_two]
    refine ⟨⟨?_, ?_⟩, ?_, ?_⟩
    · simp <;> ring
    · simp
      linear_combination (-a / 2) * Complex.I_mul_I
    · simp
      linear_combination (b / 2) * Complex.I_mul_I
    · simp <;> ring
```

An on-site repulsion $U$ is such a case.

```lean
/-- Two-electron integrals of an on-site repulsion `U` on two sites. -/
def onSite (U : ℂ) (p q r s : Fin 2) : ℂ := if p = q ∧ q = r ∧ r = s then U else 0
```

Here $G(P) = \tfrac12U(1-x)\,\mathbb 1$, because both populations stay at $\tfrac12$. The theorem confirms reciprocity and the equation of motion for every $U$ and $x$. The coherence rotates while the energy stays at $\tfrac12 + \tfrac14U(1-x)$. For $x=1$ this is a single electron in two spin orbitals, and the mean field vanishes because exchange cancels each on-site Coulomb term. For other $x$ the matrix $P(t)$ is only a mathematical test case: a closed shell, with $x=\tfrac12$, has the density matrix $2P(t)$, which solves the equation by the same argument.

```lean
/-- With on-site repulsion the mean field is trace-symmetric and the precessing density matrix
solves the time-dependent Hartree-Fock equation. -/
theorem energy_conserved_witness (U x : ℂ) :
    TraceSymmetric (coulombExchange (onSite U) x) ∧
      SolvesTDHF (fun _ => levels) (coulombExchange (onSite U) x) precession := by
  refine ⟨coulombExchange_traceSymmetric ?_ x,
    precession_solves (c := fun _ => U * (1 - x) / 2) fun t => ?_⟩
  · intro p q r s
    fin_cases p <;> fin_cases q <;> fin_cases r <;> fin_cases s <;> simp [onSite]
  · ext i j
    fin_cases i <;> fin_cases j <;>
      simp [coulombExchange, onSite, precession, Fin.sum_univ_two] <;> ring
```

Q: What goes wrong without reciprocity?

A: Consider the artificial field $G(A) = (A_{01}+A_{10})\,\mathbb 1$, which responds to the coherence but acts equally on both levels.

```lean
/-- The linear field `G(A) = (A₀₁ + A₁₀) 1` on two levels. -/
def coherenceField : Matrix (Fin 2) (Fin 2) ℂ →ₗ[ℂ] Matrix (Fin 2) (Fin 2) ℂ where
  toFun A := (A 0 1 + A 1 0) • (1 : Matrix (Fin 2) (Fin 2) ℂ)
  map_add' A B := by
    simp only [Matrix.add_apply]
    module
  map_smul' c A := by
    simp only [Matrix.smul_apply, smul_eq_mul, RingHom.id_apply]
    module
```

The same $P(t)$ solves the equation, since the field is again a multiple of the identity. Its energy, however, is $\tfrac12 + \tfrac12\cos t$, which falls from 1 at $t=0$ to 0 at $t=\pi$. Linearity of $G$ alone therefore does not ensure conservation, even though $h$ is fixed and $F$ is Hermitian along this path.

```lean
/-- Trace symmetry cannot be dropped: with the field `(A₀₁ + A₁₀) 1` the precessing density matrix
solves the time-dependent Hartree-Fock equation, yet its energy is 1 at time 0 and 0 at time π. -/
theorem energy_not_conserved_without_symmetry :
    SolvesTDHF (fun _ => levels) coherenceField precession ∧
      energy levels coherenceField (precession 0) = 1 ∧
      energy levels coherenceField (precession Real.pi) = 0 := by
  have hE : ∀ t : ℝ, energy levels coherenceField (precession t) =
      1 / 2 + (Complex.exp (-(t * Complex.I)) + Complex.exp (t * Complex.I)) / 4 := by
    intro t
    simp [energy, levels, coherenceField, precession, Matrix.trace_fin_two, Matrix.mul_apply,
      Fin.sum_univ_two]
    ring
  refine ⟨precession_solves fun t => rfl, ?_, ?_⟩
  · rw [hE, Complex.ofReal_zero, zero_mul, neg_zero, Complex.exp_zero]
    norm_num
  · rw [hE, Complex.exp_neg, Complex.exp_pi_mul_I]
    norm_num

end

end TDHFEnergy
```

Q: Then what separates this from my real-time molecular calculation?

A: The basis, to begin with. This equation of motion is written for a fixed orthonormal one, whereas atomic orbitals overlap. If the nuclei are fixed, you can transform to an orthonormal basis and apply the theorem there. If the nuclei move and carry the orbitals with them, the basis, $h$ and $G$ all change with time, and the theorem does not cover that case. Nor does it promise a constant energy while a pulse is driving the electrons. For a finite, fixed orthonormal basis, constant $h$ and a linear trace-symmetric field, the exact solution has no energy drift, so a drift in a simulation comes from the numerics or the program, for example from the time stepping, and not from the Hartree-Fock equation itself.

```lean
#print axioms TDHFEnergy.energy_conserved
#print axioms TDHFEnergy.energy_not_conserved_without_symmetry
```

```
'TDHFEnergy.energy_conserved' depends on axioms: [propext, Classical.choice, Quot.sound]
'TDHFEnergy.energy_not_conserved_without_symmetry' depends on axioms: [propext, Classical.choice, Quot.sound]
```
